# The operator i∂/∂k breaks transversality wherever a differentiable photon amplitude is non-zero

Let \(f\) be a complex vector amplitude on momentum space that satisfies \(\sum_j k_j f_j(k)=0\) at every momentum, and let it be differentiable at a particular \(k\). Then, for each Cartesian direction \(i\),

\[
\sum_j k_j\,\frac{\partial f_j}{\partial k_i}(k) = -f_i(k).
\]

All the derivatives \(\partial f/\partial k_i\) are therefore transverse at \(k\) exactly when \(f(k)=0\). The same holds for the naive position operator \(x_i=\mathrm{i}\,\partial/\partial k_i\), where \(\mathrm{i}\) is the imaginary unit and \(i\) an index. For a single free photon with a differentiable momentum amplitude, this operator leads out of the space of physical polarisations unless the amplitude is zero. The result concerns this one operator and does not exclude other definitions of photon position.

## Real momenta, complex amplitudes and Cartesian derivatives

```lean
import Mathlib

open Complex

namespace PhotonPositionTransversality

noncomputable section
```

A momentum is a real \(n\)-tuple, `Fin n → ℝ`, and the value of an amplitude is a complex \(n\)-tuple, `Fin n → ℂ`. The photon is the case \(n=3\), with the indices 0, 1, 2 standing for \(x,y,z\). Here \(k\) is a wave vector, so no \(\hbar\) appears in \(x_i\).

```lean
/-- The unnormalised longitudinal component `k · v` of a complex vector `v` at momentum `k`. -/
def longitudinal {n : ℕ} (k : Fin n → ℝ) (v : Fin n → ℂ) : ℂ :=
  ∑ j, (k j : ℂ) * v j
```

The function `longitudinal k v` is the sum \(k\cdot v=\sum_j k_jv_j\), without complex conjugation, which the real vector \(k\) does not need. It is not divided by \(|k|=(\sum_j k_j^2)^{1/2}\). For \(k\neq0\), the component of \(v\) along the unit vector \(k/|k|\) is \(k\cdot v/|k|\), and it vanishes under the same condition.

```lean
/-- A momentum-space amplitude is transverse if `k · f(k) = 0` at every momentum. -/
def IsTransverse {n : ℕ} (f : (Fin n → ℝ) → (Fin n → ℂ)) : Prop :=
  ∀ k, longitudinal k (f k) = 0

/-- The partial derivative of a vector amplitude with respect to the momentum component `k_i`. -/
def momentumDeriv {n : ℕ} (i : Fin n) (f : (Fin n → ℝ) → (Fin n → ℂ)) :
    (Fin n → ℝ) → (Fin n → ℂ) :=
  fun k => fderiv ℝ f k (Pi.single i 1)

/-- The naive position operator `x_i = i ∂/∂k_i`, acting on each component of the amplitude. -/
def position {n : ℕ} (i : Fin n) (f : (Fin n → ℝ) → (Fin n → ℂ)) :
    (Fin n → ℝ) → (Fin n → ℂ) :=
  fun k => I • momentumDeriv i f k
```

The partial derivative is the Fréchet derivative of \(f\) applied to the \(i\)-th coordinate vector, `Pi.single i 1`. The operator `position i` multiplies it by \(\mathrm{i}\) and acts on each Cartesian component separately, without any term that mixes polarisations. No inner product or normalisation of \(f\) enters, so the theorems concern vector-valued functions and not operators on a Hilbert space with specified domains.

## Transversality at every momentum

The condition `IsTransverse f` is the Gauss law for the free field in momentum space: a photon has no polarisation along its wave vector. It is imposed at all momenta. The derivation compares the constraint at \(k\) with the constraint at neighbouring points, so imposing it at \(k\) alone would not be enough.

Choose a real direction \(e\) and follow the constraint along the line \(k+te\). For every real \(t\),

\[
\sum_j (k_j+te_j)\,f_j(k+te)=0 .
\]

The left side is constant in \(t\), so its derivative at \(t=0\) vanishes. Write \(D_ef_j(k)\) for the derivative of \(f_j\) at \(k\) along \(e\). The product rule gives

\[
\sum_j e_jf_j(k)+\sum_j k_j\,D_ef_j(k)=0,
\qquad\text{hence}\qquad
k\cdot D_ef(k)=-\,e\cdot f(k).
\]

The term \(e\cdot f\) arises because the direction called longitudinal turns as the momentum changes. A vector that is transverse at \(k\) is in general not transverse at \(k+te\), so \(f\) has to change in a way that compensates for this.

```lean
variable {n : ℕ} {f : (Fin n → ℝ) → (Fin n → ℂ)} {k : Fin n → ℝ}

/-- For a transverse amplitude that is differentiable at `k`, the unnormalised longitudinal
component at `k` of the derivative along a momentum direction `e` is `-e · f(k)`. -/
theorem longitudinal_fderiv (ht : IsTransverse f) (hf : DifferentiableAt ℝ f k)
    (e : Fin n → ℝ) :
    longitudinal k (fderiv ℝ f k e) = -longitudinal e (f k) := by
  -- Restrict the amplitude to the line `k + t e`.
  have hline : HasDerivAt (fun t : ℝ => f (k + t • e)) (fderiv ℝ f k e) 0 :=
    hf.hasFDerivAt.hasLineDerivAt e
  -- Product rule for each term of the constraint.
  have hterm : ∀ j : Fin n, HasDerivAt
      (fun t : ℝ => ((k j + t * e j : ℝ) : ℂ) * f (k + t • e) j)
      ((e j : ℂ) * f k j + (k j : ℂ) * fderiv ℝ f k e j) 0 := by
    intro j
    have h1 : HasDerivAt (fun t : ℝ => k j + t * e j) (e j) 0 := by
      simpa using ((hasDerivAt_id' (0 : ℝ)).mul_const (e j)).const_add (k j)
    have h2 : HasDerivAt (fun t : ℝ => f (k + t • e) j) (fderiv ℝ f k e j) 0 :=
      hasDerivAt_pi.1 hline j
    refine (h1.ofReal_comp.fun_mul h2).congr_deriv ?_
    simp
  have hsum : HasDerivAt
      (fun t : ℝ => ∑ j, ((k j + t * e j : ℝ) : ℂ) * f (k + t • e) j)
      (∑ j, ((e j : ℂ) * f k j + (k j : ℂ) * fderiv ℝ f k e j)) 0 :=
    HasDerivAt.fun_sum (fun j _ => hterm j)
  -- The constraint holds along the whole line, so its derivative vanishes.
  have hz : (fun t : ℝ => ∑ j, ((k j + t * e j : ℝ) : ℂ) * f (k + t • e) j)
      = fun _ => (0 : ℂ) := funext fun t => ht (k + t • e)
  rw [hz] at hsum
  have h0 := hsum.unique (hasDerivAt_const (0 : ℝ) (0 : ℂ))
  rw [Finset.sum_add_distrib] at h0
  unfold longitudinal
  linear_combination h0
```

The hypothesis `ht` enters the proof at `hz`, which states that the constraint, as a function of \(t\), is the zero function. Its derivative must then agree with the derivative of a constant, and `hsum.unique` equates the two. The final `linear_combination` moves \(e\cdot f(k)\) to the other side.

If the constraint held only at the chosen \(k\), the conclusion would fail. Take the constant amplitude \(f=(0,1,0)\) and \(k=(1,0,0)\). Then \(k\cdot f(k)=0\), but all derivatives of \(f\) vanish and are trivially transverse, although \(f(k)\neq0\). This amplitude violates the constraint at momenta with \(k_y\neq0\).

## Differentiability at the chosen momentum

The hypothesis `DifferentiableAt ℝ f k` says that the amplitude varies smoothly enough near \(k\) for the position operator to have a meaning there. It is an assumption about the state and does not follow from transversality. A sharp momentum cutoff, for example, generally destroys it on the cutoff surface.

By hand, it is used when the product rule differentiates \(f_j(k+te)\). In the proof of `longitudinal_fderiv`, it gives `hline`, the derivative of the amplitude along the line. The step `hterm` then applies the product rule to each summand, and `hsum` adds the results. Without differentiability, the left side of the identity need not exist as a derivative; Lean's `fderiv` is then zero by convention, and the formula would wrongly force \(f_i(k)=0\).

With both hypotheses in place, choose \(e\) to be the \(i\)-th coordinate vector. Then \(e\cdot f(k)=f_i(k)\), and the identity stated at the start follows.

```lean
/-- Differentiating the transversality condition gives `∑ j, k_j ∂_i f_j(k) = -f_i(k)`. -/
theorem sum_momentumDeriv (ht : IsTransverse f) (hf : DifferentiableAt ℝ f k) (i : Fin n) :
    ∑ j, (k j : ℂ) * momentumDeriv i f k j = -f k i := by
  have h := longitudinal_fderiv ht hf (Pi.single i 1)
  have hs : longitudinal (Pi.single i 1) (f k) = f k i := by
    unfold longitudinal
    rw [Finset.sum_eq_single i]
    · simp
    · intro j _ hj
      simp [hj]
    · simp
  rw [hs] at h
  exact h
```

The auxiliary equation `hs` carries out this choice: only the term with \(j=i\) survives in the sum. Multiplying the identity by the imaginary unit gives the action of the position operator,

\[
k\cdot(x_if)(k)=\mathrm{i}\sum_jk_j\,\frac{\partial f_j}{\partial k_i}(k)=-\mathrm{i}\,f_i(k).
\]

For \(k\neq0\), the component along the unit vector \(k/|k|\) is \(-\mathrm{i}f_i(k)/|k|\).

```lean
/-- The naive position operator gives a transverse amplitude that is differentiable at `k` the
unnormalised longitudinal component `k · (x_i f)(k) = -i f_i(k)`. -/
theorem longitudinal_position (ht : IsTransverse f) (hf : DifferentiableAt ℝ f k) (i : Fin n) :
    longitudinal k (position i f k) = -I * f k i := by
  have h : longitudinal k (position i f k)
      = I * ∑ j, (k j : ℂ) * momentumDeriv i f k j := by
    simp only [longitudinal, position, Pi.smul_apply, smul_eq_mul, Finset.mul_sum]
    exact Finset.sum_congr rfl fun j _ => by ring
  rw [h, sum_momentumDeriv ht hf i]
  ring
```

The proof takes the factor `I` out of the sum and inserts `sum_momentumDeriv`.

Since \(-\mathrm{i}\neq0\), the vector \((x_if)(k)\) is transverse exactly when \(f_i(k)=0\). A single component of the position operator may thus preserve transversality at \(k\) for a non-zero amplitude. If all components do so, every \(f_i(k)\) vanishes, which means \(f(k)=0\). Conversely, if \(f(k)=0\), all the longitudinal components \(-\mathrm{i}f_i(k)\) are zero.

```lean
/-- For a transverse amplitude that is differentiable at `k`, all the vectors `(x_i f)(k)` are
transverse at `k` exactly when `f(k) = 0`. -/
theorem position_transverse_at_iff (ht : IsTransverse f) (hf : DifferentiableAt ℝ f k) :
    (∀ i, longitudinal k (position i f k) = 0) ↔ f k = 0 := by
  constructor
  · intro h
    funext i
    have hi := h i
    rw [longitudinal_position ht hf i] at hi
    exact (mul_eq_zero.1 hi).resolve_left (neg_ne_zero.2 I_ne_zero)
  · intro h i
    rw [longitudinal_position ht hf i, h]
    simp
```

The two directions of `position_transverse_at_iff` are these two arguments. The first cancels the factor \(-\mathrm{i}\) for each index, and the second substitutes \(f(k)=0\).

## Differentiability at all momenta

To pass from one momentum to the whole amplitude, the hypothesis becomes `Differentiable ℝ f`. The state then has a well-defined image under every \(x_i\) at every momentum. By hand, one applies the pointwise equivalence at each momentum in turn: if all the images \(x_if\) are transverse everywhere, then \(f\) vanishes everywhere, and the converse is immediate.

```lean
/-- All components of the naive position operator keep a differentiable transverse amplitude
transverse exactly when the amplitude is identically zero. -/
theorem position_preserves_transverse_iff (ht : IsTransverse f) (hf : Differentiable ℝ f) :
    (∀ i, IsTransverse (position i f)) ↔ f = 0 := by
  constructor
  · intro h
    funext q
    exact (position_transverse_at_iff ht (hf q)).1 fun i => h i q
  · intro h i q
    exact (position_transverse_at_iff ht (hf q)).2 (congrFun h q) i
```

In the proof, `hf q` supplies differentiability at an arbitrary momentum `q`, and `position_transverse_at_iff` does the rest.

A single exceptional point is enough to spoil the global statement. In three dimensions, let \(f(k)=0\) for \(k\neq0\) and let \(f(0)\) be any non-zero vector. This \(f\) is transverse, since the constraint is empty at \(k=0\). Its derivatives vanish away from the origin, and whatever vector is assigned to them at the origin is transverse there. The images would all count as transverse while \(f\) is not the zero function. The example concerns functions taken point by point: as a square-integrable state, this \(f\) is the zero vector, because it vanishes almost everywhere.

The same point has a consequence for amplitudes that are differentiable at zero momentum. At \(k=0\) every vector satisfies \(k\cdot v=0\), so all the vectors \((x_if)(0)\) are transverse, and the pointwise equivalence gives \(f(0)=0\).

```lean
/-- A transverse amplitude that is differentiable at zero momentum vanishes there. -/
theorem transverse_zero_momentum (ht : IsTransverse f) (hf : DifferentiableAt ℝ f 0) :
    f 0 = 0 :=
  (position_transverse_at_iff ht hf).1 fun i => by simp [longitudinal]
```

The proof follows this argument: `simp [longitudinal]` establishes transversality at the origin, and the forward direction of the equivalence yields the conclusion. A transverse amplitude with a non-zero value at \(k=0\) is therefore not differentiable there. It is not even continuous there: for \(t\neq0\), the constraint at \(k=te\) gives \(e\cdot f(te)=0\), and continuity would extend this to \(t=0\) for every direction \(e\).

## Non-zero momentum and the longitudinal correction

The last hypothesis, `k ≠ 0`, is needed only for repairing the operator's output. Physically, it ensures that there is a direction of propagation, along which any longitudinal part can be removed. Add a multiple \(c\,k\) of the momentum to \((x_if)(k)\), with \(c\) complex. The longitudinal component becomes

\[
k\cdot\bigl((x_if)(k)+c\,k\bigr)=-\mathrm{i}f_i(k)+c\,|k|^2 .
\]

Because \(|k|^2\neq0\), this vanishes for exactly one coefficient,

\[
c=\frac{\mathrm{i}f_i(k)}{|k|^2}.
\]

```lean
/-- For a transverse amplitude that is differentiable at a non-zero momentum `k`, adding `c k` to
`(x_i f)(k)` gives a vector transverse at `k` exactly for `c = i f_i(k) / |k|²`. -/
theorem transverse_correction_iff (ht : IsTransverse f) (hf : DifferentiableAt ℝ f k)
    (hk : k ≠ 0) (i : Fin n) (c : ℂ) :
    longitudinal k (position i f k + c • (fun j => (k j : ℂ))) = 0 ↔
      c = I * f k i / ((∑ j, k j ^ 2 : ℝ) : ℂ) := by
  have hS : ((∑ j, k j ^ 2 : ℝ) : ℂ) ≠ 0 := by
    intro h
    have h' : ∑ j, k j ^ 2 = 0 := Complex.ofReal_eq_zero.1 h
    apply hk
    funext j
    have hj := (Finset.sum_eq_zero_iff_of_nonneg (fun j _ => sq_nonneg (k j))).1 h' j
      (Finset.mem_univ j)
    exact pow_eq_zero_iff (two_ne_zero) |>.1 hj
  -- The added vector contributes `c |k|²` to the longitudinal component.
  have hadd : longitudinal k (position i f k + c • (fun j => (k j : ℂ)))
      = longitudinal k (position i f k) + c * ((∑ j, k j ^ 2 : ℝ) : ℂ) := by
    simp only [longitudinal, Pi.add_apply, Pi.smul_apply, smul_eq_mul, Complex.ofReal_sum,
      Complex.ofReal_pow, Finset.mul_sum]
    rw [← Finset.sum_add_distrib]
    exact Finset.sum_congr rfl fun j _ => by ring
  rw [hadd, longitudinal_position ht hf i, eq_div_iff hS]
  constructor
  · intro h
    linear_combination h
  · intro h
    linear_combination h
```

The hypothesis `hk` is used in `hS`, which shows that \(|k|^2\) is non-zero: a vanishing sum of real squares would make every \(k_j\) zero. The step `hadd` computes the contribution \(c|k|^2\), and `eq_div_iff` allows the division. At \(k=0\), the added vector is zero and the result is transverse for every \(c\), so the coefficient would no longer be determined.

The theorem fixes the correction for a given amplitude, momentum and index, among corrections parallel to \(k\). It does not address whether the corrected components commute or are self-adjoint.

## A non-zero amplitude that meets the hypotheses

The assumptions would be of little interest if only \(f=0\) satisfied them. In three dimensions they allow the amplitude \(f(k)=(-k_y,k_x,0)\), which circulates about the \(z\) axis.

```lean
/-- The amplitude `(-k_y, k_x, 0)` in three-dimensional momentum space. -/
def circulating : (Fin 3 → ℝ) → (Fin 3 → ℂ) :=
  fun k => ![-(k 1 : ℂ), (k 0 : ℂ), 0]
```

It is transverse, since \(k\cdot f(k)=-k_xk_y+k_yk_x=0\), and its components are linear in \(k\), so it is differentiable everywhere. Direct differentiation gives \((x_0f)(k)=\mathrm{i}\,\partial f/\partial k_x=(0,\mathrm{i},0)\). The longitudinal component is therefore \(k\cdot(x_0f)(k)=\mathrm{i}k_y\), in agreement with \(-\mathrm{i}f_0(k)\). For \(k\neq0\), its value along the unit vector \(k/|k|\) is \(\mathrm{i}k_y/|k|\).

```lean
/-- The amplitude `(-k_y, k_x, 0)` is differentiable and transverse, and the naive operator `x`
gives it the longitudinal component `i k_y`. -/
theorem circulating_witness :
    Differentiable ℝ circulating ∧ IsTransverse circulating ∧
      ∀ k, longitudinal k (position 0 circulating k) = I * (k 1 : ℂ) := by
  have hd : ∀ j : Fin 3, Differentiable ℝ (fun k : Fin 3 → ℝ => (k j : ℂ)) := fun j =>
    Complex.ofRealCLM.differentiable.comp (differentiable_apply j)
  have hdiff : Differentiable ℝ circulating := by
    rw [differentiable_pi]
    intro i
    fin_cases i
    · exact (hd 1).neg
    · exact hd 0
    · exact differentiable_const (0 : ℂ)
  have htrans : IsTransverse circulating := by
    intro k
    unfold longitudinal
    rw [Fin.sum_univ_three]
    show (k 0 : ℂ) * -(k 1 : ℂ) + (k 1 : ℂ) * (k 0 : ℂ) + (k 2 : ℂ) * 0 = 0
    ring
  refine ⟨hdiff, htrans, fun k => ?_⟩
  rw [longitudinal_position htrans (hdiff k) 0]
  show -I * -(k 1 : ℂ) = I * (k 1 : ℂ)
  ring

end

end PhotonPositionTransversality
```

The proof checks differentiability component by component and transversality by algebra. It then obtains the longitudinal component from `longitudinal_position` instead of differentiating again. The amplitude grows with the distance from the \(k_z\) axis and is not square-integrable, so it illustrates the local identity and is not a normalised photon state.

```lean
#print axioms PhotonPositionTransversality.position_preserves_transverse_iff
#print axioms PhotonPositionTransversality.transverse_zero_momentum
#print axioms PhotonPositionTransversality.transverse_correction_iff
```

```
'PhotonPositionTransversality.position_preserves_transverse_iff' depends on axioms: [propext, Classical.choice, Quot.sound]
'PhotonPositionTransversality.transverse_zero_momentum' depends on axioms: [propext, Classical.choice, Quot.sound]
'PhotonPositionTransversality.transverse_correction_iff' depends on axioms: [propext, Classical.choice, Quot.sound]
```
